# A second-order spectator correction with state-independent couplings and denominators leaves all model-space energy gaps unchanged

I have a molecule with a few strongly mixed model states, and a helium atom so far away that it only looks on. At second order the helium atom can be excited and return to its ground state while the molecule stays in whichever model state it was in. This lowers the energy of each model state. The excitation energies of the molecule shouldn't notice, but I diagonalise the model Hamiltonian after adding the correction, and the states mix. Do the gaps survive exactly, or only when the mixing is weak? And does it matter which energy denominators I use?

## A common shift cancels, however strong the mixing

The gaps survive exactly, for any mixing, if the helium couplings and the non-zero denominators are the same for every model state. The denominators do matter: if they vary with the model state, the gaps can move.

Label the model states a, b, c and the helium excitations s. An outer state (c,s) has the molecule in c and the helium atom in s. Let V(a;c,s) be the coupling of model state a to that outer state, and D(b,s) the energy denominator for excitation s in the correction to model state b: the energy of the outer state (b,s) minus a chosen reference energy. The same denominator is used for every c; a spectator will need only c = b. The first-order amplitude t(c,s;b) of the outer state in the corrected state b satisfies

D(b,s) t(c,s;b) = −conj V(b;c,s).

For D(b,s) ≠ 0 we can divide. Coupling back to the model space gives the second-order matrix

M(a,b) = Σ_{c,s} V(a;c,s) t(c,s;b) = −Σ_{c,s} V(a;c,s) conj V(b;c,s) / D(b,s).

A spectator leaves the molecular state alone and couples with the same strength w_s whatever that state is, so V(a;c,s) = δ_ac w_s. The product δ_ac δ_bc, summed over c, is δ_ab, and

M(a,b) = δ_ab Δ_b, with Δ_b = −Σ_s |w_s|² / D(b,s).

If D(b,s) = D_s for every b, all the Δ_b equal one real number Δ, and M = Δ·1. For any model Hamiltonian H,

(H + Δ·1)x = (E + Δ)x exactly when Hx = Ex.

Every eigenvector is kept, every eigenvalue moves by Δ, and Δ drops out of each difference. For positive denominators and at least one non-zero w_s, Δ is negative.

State-independent denominators arise when the reference energy for each model state is its own zeroth-order energy, because the molecular part then cancels and only the helium excitation energy remains. With one common reference energy for all model states, the molecular part stays in D(b,s). For a diagonal H with energies ε_a, the gap from a to b then becomes

(ε_b − ε_a) + (Δ_b − Δ_a).

There is also a converse. Suppose a correction M preserves the gaps, between the same eigenvectors, of every Hermitian H. Take H = 0: every non-zero vector is an eigenvector and all gaps vanish. All basis vectors must therefore be eigenvectors of M with one common eigenvalue, so M is a multiple of the identity.

## The statements in Lean

In the Lean 4 file below, `A` is the set of model states and `S` the set of spectator excitations, both finite where sums are taken. `V a c s`, `D b s` and `t c s b` are the quantities above, with real denominators. `IsFirstOrder` is the amplitude equation before division, `secondOrder` is M, `spectatorCoupling` is δ_ac w_s, and `shift` is Δ.

`IsGap H x y ω` says that x and y are non-zero eigenvectors of H, not necessarily normalised, with eigenvalues E and E + ω. This "gap" is a signed difference between any two eigenvectors, not only the lowest excitation energy. Taking x = y and ω = 0 merely says that x is an eigenvector.

The central theorem, `spectator_gaps_unchanged`, states that `IsGap` holds for the corrected Hamiltonian exactly when it holds for H, with the same x, y and ω. It requires non-zero denominators, which exclude an outer state whose energy equals the reference energy, but not positive ones, and H need not be Hermitian.

The couplings and denominators are inputs. Deriving them from the electronic Hamiltonian of a molecule and a distant atom is the step left to the physics.

```lean
import Mathlib

open Matrix ComplexConjugate

namespace SpectatorCorrection

noncomputable section

variable {A S : Type*}

/-- The amplitudes `t c s b` of the outer states `(c, s)` in the first-order correction to
model state `b` solve `D b s * t c s b = -conj (V b c s)`. -/
def IsFirstOrder (V : A → A → S → ℂ) (D : A → S → ℝ) (t : A → S → A → ℂ) : Prop :=
  ∀ b c s, (D b s : ℂ) * t c s b = -conj (V b c s)

/-- For non-zero denominators the amplitudes `-conj (V b c s) / D b s` solve the
first-order equation. -/
theorem isFirstOrder_witness (V : A → A → S → ℂ) (D : A → S → ℝ)
    (hD : ∀ b s, D b s ≠ 0) :
    IsFirstOrder V D (fun c s b => -conj (V b c s) / (D b s : ℂ)) := by
  intro b c s
  have hd : (D b s : ℂ) ≠ 0 := by exact_mod_cast hD b s
  exact mul_div_cancel₀ _ hd

variable [Fintype S]

/-- The energy shift `-∑ |w s|² / d s` produced by couplings `w` and non-zero
denominators `d`. -/
def shift (w : S → ℂ) (d : S → ℝ) : ℝ := -∑ s, ‖w s‖ ^ 2 / d s

/-- For positive denominators and at least one non-zero coupling the shift is strictly
negative. -/
theorem shift_neg (w : S → ℂ) (d : S → ℝ) (hd : ∀ s, 0 < d s) (hw : ∃ s, w s ≠ 0) :
    shift w d < 0 := by
  obtain ⟨r, hr⟩ := hw
  have hpos : 0 < ∑ s, ‖w s‖ ^ 2 / d s := by
    refine Finset.sum_pos' (fun s _ => div_nonneg (sq_nonneg _) (hd s).le)
      ⟨r, Finset.mem_univ r, ?_⟩
    exact div_pos (pow_pos (norm_pos_iff.mpr hr) 2) (hd r)
  unfold shift
  linarith

variable [Fintype A]

/-- The matrix on the model space built from couplings `V` and amplitudes `t`: the outer state
`(c, s)` enters model state `b` with amplitude `t c s b` and couples back to model state `a` with
`V a c s`. It is the second-order matrix when `t` solves the first-order equation. -/
def secondOrder (V : A → A → S → ℂ) (t : A → S → A → ℂ) : Matrix A A ℂ :=
  Matrix.of fun a b => ∑ c, ∑ s, V a c s * t c s b

/-- `ω` is the eigenvalue difference of `H` from the eigenvector `x` to the
eigenvector `y`. -/
def IsGap (H : Matrix A A ℂ) (x y : A → ℂ) (ω : ℂ) : Prop :=
  x ≠ 0 ∧ y ≠ 0 ∧ ∃ E : ℂ, H *ᵥ x = E • x ∧ H *ᵥ y = (E + ω) • y

/-- For any coupling, non-zero denominators that do not depend on `c`, and amplitudes that solve the
first-order equation, the second-order matrix is minus the sum over outer states `(c, s)` of
`V a c s * conj (V b c s) / D b s`. -/
theorem secondOrder_apply {V : A → A → S → ℂ} {D : A → S → ℝ} {t : A → S → A → ℂ}
    (hD : ∀ b s, D b s ≠ 0) (ht : IsFirstOrder V D t) (a b : A) :
    secondOrder V t a b = -∑ c, ∑ s, V a c s * conj (V b c s) / (D b s : ℂ) := by
  simp only [secondOrder, Matrix.of_apply, ← Finset.sum_neg_distrib]
  refine Finset.sum_congr rfl fun c _ => Finset.sum_congr rfl fun s _ => ?_
  have hd : (D b s : ℂ) ≠ 0 := by exact_mod_cast hD b s
  -- solve the first-order equation for the amplitude
  have h : t c s b = -conj (V b c s) / (D b s : ℂ) := by
    rw [eq_div_iff hd, mul_comm]
    exact ht b c s
  rw [h]
  ring

variable [DecidableEq A]

/-- The spectator coupling: model state `a` couples only to its own outer states `(a, s)`,
with a strength `w s` that is the same for every `a`. -/
def spectatorCoupling (w : S → ℂ) (a b : A) (s : S) : ℂ := if a = b then w s else 0

/-- For the spectator coupling, non-zero denominators and amplitudes that solve the first-order
equation, the second-order matrix is diagonal, and each model state receives its own shift. -/
theorem secondOrder_diagonal {w : S → ℂ} {D : A → S → ℝ} {t : A → S → A → ℂ}
    (hD : ∀ b s, D b s ≠ 0) (ht : IsFirstOrder (spectatorCoupling w) D t) :
    secondOrder (spectatorCoupling w) t
      = Matrix.diagonal fun a => (shift w (D a) : ℂ) := by
  ext a b
  rw [secondOrder_apply hD ht]
  by_cases hab : a = b
  · subst hab
    -- only the outer states attached to `a` contribute
    rw [Matrix.diagonal_apply_eq, Finset.sum_eq_single a]
    · simp [spectatorCoupling, shift, Complex.mul_conj, Complex.normSq_eq_norm_sq]
    · intro c _ hc
      simp [spectatorCoupling, Ne.symm hc]
    · intro h
      exact absurd (Finset.mem_univ a) h
  · rw [Matrix.diagonal_apply_ne _ hab, neg_eq_zero]
    refine Finset.sum_eq_zero fun c _ => Finset.sum_eq_zero fun s _ => ?_
    by_cases hac : a = c
    · have hbc : b ≠ c := fun h => hab (hac.trans h.symm)
      simp [spectatorCoupling, hbc]
    · simp [spectatorCoupling, hac]

/-- If the non-zero denominators do not depend on the model state and the amplitudes solve the
first-order equation, the second-order matrix of the spectator coupling is a real multiple of the
identity. -/
theorem secondOrder_scalar {w : S → ℂ} {D : S → ℝ} {t : A → S → A → ℂ}
    (hD : ∀ s, D s ≠ 0) (ht : IsFirstOrder (spectatorCoupling w) (fun _ => D) t) :
    secondOrder (spectatorCoupling w) t = (shift w D : ℂ) • (1 : Matrix A A ℂ) := by
  rw [secondOrder_diagonal (fun _ s => hD s) ht, Matrix.smul_one_eq_diagonal]

/-- Adding `c` times the identity keeps every eigenvector and moves its eigenvalue
by `c`. -/
theorem eigenvector_add_scalar (H : Matrix A A ℂ) (c E : ℂ) (x : A → ℂ) :
    (H + c • (1 : Matrix A A ℂ)) *ᵥ x = E • x ↔ H *ᵥ x = (E - c) • x := by
  rw [Matrix.add_mulVec, Matrix.smul_mulVec, Matrix.one_mulVec, sub_smul,
    eq_sub_iff_add_eq]

/-- Adding a multiple of the identity changes no eigenvalue difference. -/
theorem isGap_add_scalar (H : Matrix A A ℂ) (c : ℂ) (x y : A → ℂ) (ω : ℂ) :
    IsGap (H + c • (1 : Matrix A A ℂ)) x y ω ↔ IsGap H x y ω := by
  constructor
  · rintro ⟨hx, hy, E, h1, h2⟩
    refine ⟨hx, hy, E - c, (eigenvector_add_scalar H c E x).1 h1, ?_⟩
    rw [show E - c + ω = E + ω - c by ring]
    exact (eigenvector_add_scalar H c (E + ω) y).1 h2
  · rintro ⟨hx, hy, E, h1, h2⟩
    refine ⟨hx, hy, E + c, (eigenvector_add_scalar H c _ x).2 ?_,
      (eigenvector_add_scalar H c _ y).2 ?_⟩
    · rw [show E + c - c = E by ring]
      exact h1
    · rw [show E + c + ω - c = E + ω by ring]
      exact h2

/-- For the spectator coupling with non-zero denominators independent of the model state, and
amplitudes that solve the first-order equation, adding the second-order matrix to any model
Hamiltonian leaves all eigenvalue differences unchanged, between the same eigenvectors. -/
theorem spectator_gaps_unchanged {w : S → ℂ} {D : S → ℝ} {t : A → S → A → ℂ}
    (hD : ∀ s, D s ≠ 0) (ht : IsFirstOrder (spectatorCoupling w) (fun _ => D) t)
    (H : Matrix A A ℂ) (x y : A → ℂ) (ω : ℂ) :
    IsGap (H + secondOrder (spectatorCoupling w) t) x y ω ↔ IsGap H x y ω := by
  rw [secondOrder_scalar hD ht]
  exact isGap_add_scalar H _ x y ω

/-- A correction `M` preserves the eigenvalue differences, between the same eigenvectors,
of every Hermitian model Hamiltonian exactly when it is a multiple of the identity. -/
theorem gaps_unchanged_iff_scalar (M : Matrix A A ℂ) :
    (∀ H : Matrix A A ℂ, H.IsHermitian → ∀ x y ω, IsGap (H + M) x y ω ↔ IsGap H x y ω)
      ↔ ∃ c : ℂ, M = c • (1 : Matrix A A ℂ) := by
  constructor
  · intro h
    rcases isEmpty_or_nonempty A with hA | ⟨⟨r⟩⟩
    · exact ⟨0, Subsingleton.elim _ _⟩
    refine ⟨M r r, ?_⟩
    ext a b
    -- test on the fully degenerate Hamiltonian `H = 0` and two basis states
    have hne : ∀ i : A, (Pi.single i 1 : A → ℂ) ≠ 0 := fun i hi => by
      simpa using congrFun hi i
    obtain ⟨_, _, E, h1, h2⟩ := (h 0 Matrix.isHermitian_zero (Pi.single r 1)
      (Pi.single b 1) 0).2 ⟨hne r, hne b, 0, by rw [Matrix.zero_mulVec, zero_smul],
        by rw [Matrix.zero_mulVec, add_zero, zero_smul]⟩
    have e1 : M r r = E := by simpa using congrFun h1 r
    have e2 := congrFun h2 a
    simp only [zero_add, add_zero, Matrix.mulVec_single_one, Matrix.col_apply,
      Pi.smul_apply, smul_eq_mul, Pi.single_apply] at e2
    rw [e1, e2, Matrix.smul_apply, Matrix.one_apply, smul_eq_mul]
  · rintro ⟨c, rfl⟩ H _ x y ω
    exact isGap_add_scalar H c x y ω

/-- For the spectator coupling, non-zero denominators that may depend on the model state, and
amplitudes that solve the first-order equation, adding the second-order matrix to a diagonal model
Hamiltonian changes the gap between two basis states by the difference of their shifts. -/
theorem gap_of_state_dependent {w : S → ℂ} {D : A → S → ℝ} {t : A → S → A → ℂ}
    (hD : ∀ b s, D b s ≠ 0) (ht : IsFirstOrder (spectatorCoupling w) D t)
    (ε : A → ℝ) (a b : A) :
    IsGap (Matrix.diagonal (fun i => (ε i : ℂ)) + secondOrder (spectatorCoupling w) t)
      (Pi.single a 1) (Pi.single b 1)
      ((ε b - ε a) + (shift w (D b) - shift w (D a))) := by
  have hne : ∀ i : A, (Pi.single i 1 : A → ℂ) ≠ 0 := fun i hi => by
    simpa using congrFun hi i
  rw [secondOrder_diagonal hD ht, Matrix.diagonal_add]
  refine ⟨hne a, hne b, ε a + shift w (D a), ?_, ?_⟩
  · ext i
    rw [Matrix.mulVec_diagonal, Pi.smul_apply, smul_eq_mul]
    by_cases hi : i = a
    · rw [hi]
    · simp [hi]
  · ext i
    rw [Matrix.mulVec_diagonal, Pi.smul_apply, smul_eq_mul]
    by_cases hi : i = b
    · rw [hi]
      ring
    · simp [hi]

end

end SpectatorCorrection
```

```lean
#print axioms SpectatorCorrection.shift_neg
#print axioms SpectatorCorrection.spectator_gaps_unchanged
#print axioms SpectatorCorrection.gaps_unchanged_iff_scalar
#print axioms SpectatorCorrection.gap_of_state_dependent
```

```
'SpectatorCorrection.shift_neg' depends on axioms: [propext, Classical.choice, Quot.sound]
'SpectatorCorrection.spectator_gaps_unchanged' depends on axioms: [propext, Classical.choice, Quot.sound]
'SpectatorCorrection.gaps_unchanged_iff_scalar' depends on axioms: [propext, Classical.choice, Quot.sound]
'SpectatorCorrection.gap_of_state_dependent' depends on axioms: [propext, Classical.choice, Quot.sound]
```

## From the amplitude equation to the gaps

`isFirstOrder_witness` supplies explicit amplitudes, so the first-order equation does have a solution. `secondOrder_apply` performs the division, through `eq_div_iff`, and recovers the sum over outer states for any coupling V, with denominators that depend on b and s but not on c.

`secondOrder_diagonal` inserts the spectator coupling and splits on whether a = b. On the diagonal, `Finset.sum_eq_single a` keeps only the outer states attached to a, and w_s conj w_s becomes |w_s|². Off the diagonal, c cannot equal both a and b, so every term vanishes. `secondOrder_scalar` then uses the common denominators to turn the diagonal matrix into Δ times the identity.

`eigenvector_add_scalar` is the eigenvalue equation with the shift moved to the other side. `isGap_add_scalar` applies it to both eigenvectors, replacing E by E − c in one direction and by E + c in the other; here c is the scalar, not a model state. The central theorem combines this with `secondOrder_scalar`.

`shift_neg` gets its sign from a sum of non-negative terms with at least one positive. `gaps_unchanged_iff_scalar` runs the H = 0 argument: it compares a fixed basis state r with each basis state b and reads off the columns of M. `gap_of_state_dependent` adds the two diagonal matrices and checks the eigenvalue equations of two basis states component by component.

For your calculation, suppose that the distant atom changes the model Hamiltonian only by adding this second-order matrix, with non-zero denominators. If an excitation energy then changes, the mixing alone is not the cause: either the couplings are not those of a spectator, or the denominators depend on the model state.
